# At fixed orbital energies and integrals and without resonant couplings, the occupation derivative of the MP2 energy is the diagonal second-order self-energy at the orbital's own energy

## Energy, self-energy and occupations

Let $e_p$ be the energy of spin orbital $p$ and $n_p$ its occupation. How does the second-order Møller–Plesset (MP2) correlation energy respond when a little charge is added to orbital $k$ or removed from it? The answer connects a total-energy method to the correction of a single orbital energy, here for finitely many spin orbitals whose energies and integrals stay fixed as the occupations change.

Write $A_{pqrs}$ for the real antisymmetrised integral usually written $\langle pq\|rs\rangle$. Textbooks reserve $i,j$ for occupied and $a,b$ for empty orbitals. With fractional occupations an orbital can be partly both, so all four indices run over all orbitals: $p,q$ are holes with weight $n$, and $r,s$ are particles with weight $1-n$. The orbitals form a finite type `ι`.

```lean
import Mathlib

open Function Filter Topology

namespace FractionalMP2

noncomputable section

variable {ι : Type*} [Fintype ι]
```

For any four-index weight $w$, the energy expression has the form

$$F_w(n)=\sum_{pqrs} n_p n_q(1-n_r)(1-n_s)\,w_{pqrs}.$$

The occupations are arbitrary real numbers; the physical range $0\le n_p\le 1$ is a special case.

```lean
/-- Sum of a weight over two holes `p, q` and two particles `r, s`, with occupations `n` for
the holes and `1 - n` for the particles. -/
def pairSum (w : ι → ι → ι → ι → ℝ) (n : ι → ℝ) : ℝ :=
  ∑ p, ∑ q, ∑ r, ∑ s, n p * n q * (1 - n r) * (1 - n s) * w p q r s
```

Differentiating will remove one index from the sum. If the removed index is a hole, one hole and two particles remain:

$$P_w(n,k)=\sum_{qrs} n_q(1-n_r)(1-n_s)\,w_{kqrs}.$$

```lean
/-- Two-particle-one-hole sum: the first index of the weight is the orbital `k`. -/
def particleSum (w : ι → ι → ι → ι → ℝ) (n : ι → ℝ) (k : ι) : ℝ :=
  ∑ q, ∑ r, ∑ s, n q * (1 - n r) * (1 - n s) * w k q r s
```

If it is a particle, two holes and one particle remain:

$$H_w(n,k)=\sum_{pqs} n_p n_q(1-n_s)\,w_{pqks}.$$

```lean
/-- Two-hole-one-particle sum: the third index of the weight is the orbital `k`. -/
def holeSum (w : ι → ι → ι → ι → ℝ) (n : ι → ℝ) (k : ι) : ℝ :=
  ∑ p, ∑ q, ∑ s, n p * n q * (1 - n s) * w p q k s
```

The weight for MP2 is the squared integral over the excitation energy,

$$W_{pqrs}=\frac{A_{pqrs}^2}{e_r+e_s-e_p-e_q}.$$

Lean evaluates division by zero as zero, so a term with vanishing denominator is omitted.

```lean
/-- Squared integral over excitation energy, for `e r + e s ≠ e p + e q`; a term with
vanishing denominator is omitted (set to zero). -/
def mp2Weight (e : ι → ℝ) (A : ι → ι → ι → ι → ℝ) (p q r s : ι) : ℝ :=
  A p q r s ^ 2 / (e r + e s - e p - e q)
```

The energy is $E_2(n)=-\tfrac14F_W(n)$, where the factor $\tfrac14$ compensates for counting each pair in both orders.

```lean
/-- The MP2 correlation energy as a function of the occupation numbers `n`, at fixed orbital
energies `e` and antisymmetrised integrals `A`; terms with vanishing denominator are omitted. -/
def mp2Energy (e : ι → ℝ) (A : ι → ι → ι → ι → ℝ) (n : ι → ℝ) : ℝ :=
  -(1 / 4) * pairSum (mp2Weight e A) n
```

The diagonal second-order self-energy at real frequency $\omega$ is

$$\Sigma_k(\omega)=\frac12\sum_{qrs}\frac{n_q(1-n_r)(1-n_s)A_{kqrs}^2}{\omega+e_q-e_r-e_s}+\frac12\sum_{pqs}\frac{n_pn_q(1-n_s)A_{pqks}^2}{\omega+e_s-e_p-e_q}.$$

No imaginary infinitesimal is added to the denominators.

```lean
/-- The diagonal second-order self-energy of orbital `k` at a frequency `ω` away from its
poles; terms with vanishing denominator are omitted. -/
def selfEnergy (e : ι → ℝ) (A : ι → ι → ι → ι → ℝ) (n : ι → ℝ) (k : ι) (ω : ℝ) : ℝ :=
  1 / 2 * particleSum (fun p q r s => A p q r s ^ 2 / (ω + e q - e r - e s)) n k
    + 1 / 2 * holeSum (fun p q r s => A p q r s ^ 2 / (ω + e s - e p - e q)) n k
```

## The self-energy has no pole at the orbital energy

The derivative will involve $\Sigma_k(e_k)$, which is the value of a frequency-dependent function only if that function is regular there. The condition `h0` provides this: $A_{pqrs}=0$ whenever $e_r+e_s=e_p+e_q$. Physically, pairs of equal energy may exist but do not couple, so no second-order term has a non-zero numerator over a vanishing denominator. For a deep core level $k$, the coincidence $e_k+e_s=e_p+e_q$ is the energy balance of an Auger decay, and the condition switches that channel off.

Every term of $\Sigma_k$ has the form $c\,a^2/(\omega+x-y-z)$, with $c$ an occupation weight, $a$ an integral and $x,y,z$ orbital energies. If the denominator vanishes at $\omega=e_k$, then $a=0$ and the term is identically zero. Otherwise it is a quotient of continuous functions with non-zero denominator. A finite sum of such terms is continuous at $e_k$. In Lean, `key` treats one term by these two cases, and `hsum` carries continuity through the sums.

```lean
/-- If the integrals vanish at vanishing denominators, the self-energy of orbital `k` is
continuous in the frequency at `e k`. -/
theorem selfEnergy_continuousAt {e : ι → ℝ} {A : ι → ι → ι → ι → ℝ}
    (h0 : ∀ p q r s, e r + e s - e p - e q = 0 → A p q r s = 0) (n : ι → ℝ) (k : ι) :
    ContinuousAt (selfEnergy e A n k) (e k) := by
  have key : ∀ c a x y z : ℝ, (e k + x - y - z = 0 → a = 0) →
      ContinuousAt (fun ω : ℝ => c * (a ^ 2 / (ω + x - y - z))) (e k) := by
    intro c a x y z h
    by_cases hz : e k + x - y - z = 0
    · simp [h hz, continuousAt_const]
    · exact Tendsto.const_mul _ (ContinuousAt.div (by fun_prop) (by fun_prop) hz)
  have hsum : ∀ f : ι → ℝ → ℝ, (∀ i, ContinuousAt (f i) (e k)) →
      ContinuousAt (fun ω => ∑ i, f i ω) (e k) :=
    fun f hf => tendsto_finsetSum _ fun i _ => hf i
  refine Tendsto.add (Tendsto.const_mul _ ?_) (Tendsto.const_mul _ ?_)
  · exact hsum _ fun q => hsum _ fun r => hsum _ fun s =>
      key _ _ _ _ _ fun h => h0 k q r s (by linarith)
  · exact hsum _ fun p => hsum _ fun q => hsum _ fun s => key _ _ _ _ _ (h0 p q k s)
```

## A finite change of one occupation

Change $n_k$ from $y$ to $x$ and keep all other occupations. Let $m$ be the list with $m_k=(x+y)/2$ and $m_p=n_p$ for $p\neq k$. Suppose that $w$ is symmetric in each pair and vanishes for $p=q$ and for $r=s$. In a surviving term $k$ then occurs at most once among the holes and at most once among the particles. The occupation factor changes as follows:

- If $k$ is absent, the change is zero.
- If $k$ is one hole only, the change is $(x-y)$ times the other three factors.
- If $k$ is one particle only, it is $-(x-y)$ times the other three factors.
- If $k$ is one hole and one particle, the other two factors multiply
$$x(1-x)-y(1-y)=(x-y)\,[(1-m_k)-m_k].$$

With the Kronecker delta, all cases combine into

$$(x-y)\big[\delta_{pk}m_q\bar m_r\bar m_s+\delta_{qk}m_p\bar m_r\bar m_s-\delta_{rk}m_pm_q\bar m_s-\delta_{sk}m_pm_q\bar m_r\big]w_{pqrs},$$

where $\bar m=1-m$. After summation, pair symmetry makes the first two terms equal, and likewise the last two:

$$F_w\big|_{n_k=x}-F_w\big|_{n_k=y}=(x-y)\,[2P_w(m,k)-2H_w(m,k)].$$

The Lean proof has the same layout. The list with $n_k$ replaced by $x$ is `update n k x`, and the delta is `d`. The functions `a` and `b` are the hole and particle contributions, and `ht` is the identity for a single term. It disposes of coinciding indices first, then checks the nine placements of $k$ with `ring`. The equalities `ha'` and `hb'` exchange summation indices.

```lean
variable [DecidableEq ι]

/-- For a weight symmetric in each pair and zero at coinciding pair indices, changing the occupation
of `k` from `y` to `x` changes the four-index sum by `x - y` times twice the difference, particle
sum minus hole sum, of the three-index sums at the mean occupation. -/
theorem pairSum_secant {w : ι → ι → ι → ι → ℝ}
    (hL : ∀ p q r s, w q p r s = w p q r s) (hR : ∀ p q r s, w p q s r = w p q r s)
    (hp : ∀ p r s, w p p r s = 0) (hr : ∀ p q r, w p q r r = 0) (n : ι → ℝ) (k : ι)
    (x y : ℝ) : pairSum w (update n k x) - pairSum w (update n k y) =
      (x - y) * (2 * particleSum w (update n k ((x + y) / 2)) k
        - 2 * holeSum w (update n k ((x + y) / 2)) k) := by
  obtain ⟨m, hm⟩ : ∃ m, m = update n k ((x + y) / 2) := ⟨_, rfl⟩
  obtain ⟨d, hd⟩ : ∃ d : ι → ℝ, d = Pi.single k 1 := ⟨_, rfl⟩
  rw [← hm]
  have hP : ∀ f : ι → ℝ, ∑ p, d p * f p = f k := by
    intro f; simp [hd, Pi.single_apply]
  let a : ι → ι → ι → ι → ℝ := fun p q r s =>
    d p * (m q * (1 - m r) * (1 - m s) * w p q r s)
  let b : ι → ι → ι → ι → ℝ := fun p q r s =>
    d r * (m p * m q * (1 - m s) * w p q r s)
  have ha : ∑ p, ∑ q, ∑ r, ∑ s, a p q r s = particleSum w m k := by
    simp only [a, ← Finset.mul_sum, hP, particleSum]
  have hb : ∑ p, ∑ q, ∑ r, ∑ s, b p q r s = holeSum w m k := by
    simp only [b, ← Finset.mul_sum, hP, holeSum]
  -- the second hole and the second particle contribute as much as the first
  have ha' : ∑ p, ∑ q, ∑ r, ∑ s, a q p r s = particleSum w m k :=
    Finset.sum_comm.trans ha
  have hb' : ∑ p, ∑ q, ∑ r, ∑ s, b p q s r = holeSum w m k := by
    rw [← hb]
    exact Fintype.sum_congr _ _ fun p => Fintype.sum_congr _ _ fun q => Finset.sum_comm
  have split : ∀ i j : ι, i ≠ j →
      (i = k ∧ j ≠ k) ∨ (i ≠ k ∧ j = k) ∨ (i ≠ k ∧ j ≠ k) := by
    intro i j hij
    grind
  -- the change of a single term when the occupation of `k` goes from `y` to `x`
  have ht : ∀ p q r s, update n k x p * update n k x q * (1 - update n k x r)
      * (1 - update n k x s) * w p q r s - update n k y p * update n k y q
      * (1 - update n k y r) * (1 - update n k y s) * w p q r s
      = (x - y) * (a p q r s + a q p r s - b p q r s - b p q s r) := by
    intro p q r s
    by_cases hpq : p = q
    · subst hpq; simp [a, b, hp]
    by_cases hrs : r = s
    · subst hrs; simp [a, b, hr]
    simp only [a, b]
    rw [hL p q r s, hR p q r s]
    rcases split p q hpq with ⟨h1, h2⟩ | ⟨h1, h2⟩ | ⟨h1, h2⟩ <;>
      rcases split r s hrs with ⟨h3, h4⟩ | ⟨h3, h4⟩ | ⟨h3, h4⟩ <;>
      simp only [hm, hd, update_apply, Pi.single_apply, h1, h2, h3, h4, ↓reduceIte] <;> ring
  simp only [pairSum, ← Finset.sum_sub_distrib, ht]
  simp only [← Finset.mul_sum, Finset.sum_sub_distrib, Finset.sum_add_distrib]
  linear_combination (x - y) * (ha + ha' - hb - hb')
```

For MP2, squaring removes the sign of the antisymmetric integrals, so $W$ is symmetric in each pair. Antisymmetry also gives $A_{pprs}=-A_{pprs}=0$, and similarly for $r=s$. The preceding identity therefore applies, and multiplication by $-\tfrac14$ gives

$$E_2\big|_{n_k=x}-E_2\big|_{n_k=y}=(x-y)\left[-\tfrac12P_W(m,k)+\tfrac12H_W(m,k)\right].$$

At $\omega=e_k$ the denominators in the first part of the self-energy are

$$e_k+e_q-e_r-e_s=-(e_r+e_s-e_k-e_q),$$

which absorbs the minus sign. Those in the second part already agree with $W_{pqks}$. The bracket is thus $\Sigma_k(e_k)$ evaluated at the occupations $m$. The two denominator comparisons are `hs` and `hh`.

For $x=1$ and $y=0$ this is a transition-state formula: at fixed orbital energies and integrals, the full change of $E_2$ on filling orbital $k$ equals $\Sigma_k(e_k)$ evaluated with $k$ half occupied. The identity does not use `h0`; under that condition the continuity result identifies the self-energy value as the limit $\omega\to e_k$.

```lean
/-- For integrals antisymmetric in each pair, the MP2 energy change between occupations `y`
and `x` of orbital `k` is `x - y` times the self-energy at `e k` and mean occupation, terms
with vanishing denominator being omitted on both sides. -/
theorem mp2Energy_secant {e : ι → ℝ} {A : ι → ι → ι → ι → ℝ}
    (hL : ∀ p q r s, A q p r s = -A p q r s) (hR : ∀ p q r s, A p q s r = -A p q r s)
    (n : ι → ℝ) (k : ι) (x y : ℝ) :
    mp2Energy e A (update n k x) - mp2Energy e A (update n k y)
      = (x - y) * selfEnergy e A (update n k ((x + y) / 2)) k (e k) := by
  have h := pairSum_secant (w := mp2Weight e A)
    (fun p q r s => by rw [mp2Weight, mp2Weight, hL p q r s, neg_sq, sub_right_comm])
    (fun p q r s => by rw [mp2Weight, mp2Weight, hR p q r s, neg_sq, add_comm (e s)])
    (fun p r s => by
      have h : A p p r s = 0 := by linarith [hL p p r s]
      simp [mp2Weight, h])
    (fun p q r => by
      have h : A p q r r = 0 := by linarith [hR p q r r]
      simp [mp2Weight, h]) n k x y
  -- at `e k` the particle denominators are those of MP2 with opposite sign
  have hs : ∀ m, particleSum (fun p q r s => A p q r s ^ 2 / (e k + e q - e r - e s)) m k
      = -particleSum (mp2Weight e A) m k := by
    intro m
    simp only [particleSum, mp2Weight, ← Finset.sum_neg_distrib]
    refine Fintype.sum_congr _ _ fun q => Fintype.sum_congr _ _ fun r =>
      Fintype.sum_congr _ _ fun s => ?_
    rw [show e k + e q - e r - e s = -(e r + e s - e k - e q) by ring, div_neg]
    ring
  have hh : ∀ m, holeSum (fun p q r s => A p q r s ^ 2 / (e k + e s - e p - e q)) m k
      = holeSum (mp2Weight e A) m k := fun _ => rfl
  rw [selfEnergy, hs, hh, mp2Energy, mp2Energy]
  linear_combination (-(1 / 4)) * h
```

## From the finite change to the derivative

Set $y=n_k$ and divide by $x-n_k\neq0$:

$$\frac{E_2|_{n_k=x}-E_2(n)}{x-n_k}=\Sigma_k(e_k)\Big|_{\text{occupation of }k\,=\,(x+n_k)/2}.$$

The right side is a polynomial in the occupations, because the denominators contain only fixed energies. As $x\to n_k$ the mean occupation tends to $n_k$, and

$$\frac{\partial E_2}{\partial n_k}=\Sigma_k(e_k).$$

The theorem states this for every occupation list `n` and every orbital `k`. Its hypotheses `hL` and `hR` are antisymmetry in the hole pair and in the particle pair, and `h0` is the resonance condition. The first half of the conclusion is the partial derivative; the second is continuity of $\Sigma_k$ at $e_k$.

The Mathlib lemma `hasDerivAt_iff_tendsto_slope` makes the short route possible. It says that a function has derivative $f'$ at a point exactly when its difference quotient tends to $f'$ as the point is approached without being reached. Since the quotient is known in closed form, no product rule for the fourfold product is needed. `Tendsto.congr'` allows the quotient to be replaced by the self-energy wherever they agree near the point, and `self_mem_nhdsWithin` supplies $x\neq n_k$ for the division. The remaining limit is continuity in the occupations, which `fun_prop` finds.

```lean
/-- For real integrals antisymmetric in each pair and zero at vanishing denominators, the
derivative of the MP2 energy in the occupation of orbital `k` is the diagonal second-order
self-energy at frequency `e k`, where the self-energy is continuous. -/
theorem mp2Energy_hasDerivAt {e : ι → ℝ} {A : ι → ι → ι → ι → ℝ}
    (hL : ∀ p q r s, A q p r s = -A p q r s) (hR : ∀ p q r s, A p q s r = -A p q r s)
    (h0 : ∀ p q r s, e r + e s - e p - e q = 0 → A p q r s = 0) (n : ι → ℝ) (k : ι) :
    HasDerivAt (fun x => mp2Energy e A (update n k x)) (selfEnergy e A n k (e k)) (n k) ∧
      ContinuousAt (selfEnergy e A n k) (e k) := by
  refine ⟨?_, selfEnergy_continuousAt h0 n k⟩
  have hs : Continuous fun m : ι → ℝ => selfEnergy e A m k (e k) := by
    unfold selfEnergy particleSum holeSum
    fun_prop
  have hu : Continuous fun x : ℝ => update n k ((x + n k) / 2) :=
    continuous_const.update k (by fun_prop)
  have h := (hs.comp hu).tendsto (n k)
  have h1 : update n k ((n k + n k) / 2) = n := by rw [add_self_div_two, update_eq_self]
  simp only [Function.comp_def, h1] at h
  -- the difference quotient is the self-energy at the mean occupation
  rw [hasDerivAt_iff_tendsto_slope]
  refine Tendsto.congr' ?_ (h.mono_left nhdsWithin_le_nhds)
  filter_upwards [self_mem_nhdsWithin] with x hx
  rw [slope_def_field, eq_div_iff (sub_ne_zero.mpr hx), mul_comm]
  exact (mp2Energy_secant hL hR n k x (n k)).symm
```

## Correcting a Hartree–Fock orbital energy

In a closed-shell Hartree–Fock calculation the occupations are 0 or 1, and the sums in $\Sigma_k$ reduce to occupied and virtual orbitals. One evaluates $\Sigma_k(e_k)$ from the integrals and adds it to the orbital energy. The result, $e_k+\Sigma_k(e_k)$, is the first iterate of the diagonal second-order Dyson equation $\omega=e_k+\Sigma_k(\omega)$. For an occupied orbital, its negative estimates the ionisation energy and corrects Koopmans' value $-e_k$.

Coulomb integrals need some preparation before the theorem applies. Taken literally, `h0` includes the case $r=p$, $s=q$ and so requires $A_{pqpq}=0$, whereas a Coulomb minus exchange integral is generally non-zero. Suppose that every orbital other than $k$ has occupation 0 or 1. A resonant integral $A_{pqrs}$ then drops out of $E_2$, for every value of $n_k$, and out of $\Sigma_k$ if one of its hole indices other than $k$ is empty or one of its particle indices other than $k$ is filled. This covers $A_{pqpq}$ with $p\neq q$, since at least one of the two orbitals differs from $k$ and appears both as a hole and as a particle. In a closed shell it also covers the exchange integrals that are resonant because spin partners have equal energies. All such integrals, together with those obtained by exchanging the indices within a pair, can be set to zero without changing either quantity. This preparation is an informal argument added to the theorem, and resonant integrals that do not drop out in this way must still vanish.

For a real molecule, the theorem also leaves out the response of $e$ and $A$ to the occupation. Hartree–Fock orbital energies depend on $n_k$ even when the orbitals are frozen, and self-consistent orbitals relax, which changes $A$ too. A total derivative would contain those responses as well.

## Four levels with non-zero coupling

A small example shows that the conditions allow a non-zero interaction. Take four equally spaced levels, with energies in arbitrary units.

```lean
/-- Four equally spaced orbital energies. -/
def levels : Fin 4 → ℝ := ![0, 1, 2, 3]
```

Define

$$A_{pqrs}=(e_p-e_q)(e_r-e_s)(e_r+e_s-e_p-e_q)^2.$$

The first two factors give the antisymmetries, and the last makes every resonant integral vanish. The formula is chosen for these algebraic properties and does not describe a particular molecule.

```lean
/-- Model integrals built from the orbital energies. -/
def modelA (p q r s : Fin 4) : ℝ :=
  (levels p - levels q) * (levels r - levels s)
    * (levels r + levels s - levels p - levels q) ^ 2
```

Exciting the pair in levels 0 and 1 to levels 2 and 3 costs energy 4, and the integral is $(-1)(-1)\,4^2=16$. The theorem records the three conditions and this value.

```lean
/-- The model integrals are antisymmetric in each pair, vanish at vanishing denominators,
and are not all zero. -/
theorem modelA_witness :
    (∀ p q r s, modelA q p r s = -modelA p q r s) ∧
    (∀ p q r s, modelA p q s r = -modelA p q r s) ∧
    (∀ p q r s, levels r + levels s - levels p - levels q = 0 → modelA p q r s = 0) ∧
    modelA 0 1 2 3 = 16 := by
  refine ⟨fun p q r s => by unfold modelA; ring, fun p q r s => by unfold modelA; ring,
    fun p q r s h => by rw [modelA, h]; ring, ?_⟩
  show ((0 : ℝ) - 1) * (2 - 3) * (2 + 3 - 0 - 1) ^ 2 = 16
  norm_num

end

end FractionalMP2
```

```lean
#print axioms FractionalMP2.mp2Energy_hasDerivAt
-- 'FractionalMP2.mp2Energy_hasDerivAt' depends on axioms: [propext, Classical.choice, Quot.sound]
```
